# The total derivative of the energy in a nuclear coordinate is its explicit derivative plus the potential contracted with the density response

The energy E(ρ, R) here is a real function of a density with finitely many real components and of one real nuclear coordinate R. If the density follows a path ρ(R) differentiable at R₀, with derivative ρ′ there, and E is differentiable at (ρ(R₀), R₀), the theorem says that E(ρ(R), R) has derivative ∂E/∂R + ∑ᵢ (∂E/∂ρᵢ) ρ′ᵢ at R₀, the partial derivatives being taken at (ρ(R₀), R₀). The density need be neither normalised nor stationary for the energy. The proof writes both kinds of partial derivative as values of the full derivative of E, splits the direction (ρ′, 1) into coordinate directions, and applies the chain rule and linearity.

In Lean, a first try:

```lean
import Mathlib

open Filter Topology

namespace HasDerivAtEnergy

noncomputable section

variable {ι κ : Type*} [Fintype ι] [Fintype κ]

variable [DecidableEq ι]

/-- The partial derivative `∂E/∂ρ_i` at fixed nuclear coordinate. -/
def potential (E : (ι → ℝ) × ℝ → ℝ) (ρ : ι → ℝ) (R : ℝ) (i : ι) : ℝ :=
  deriv (fun t : ℝ => E (ρ + t • Pi.single i 1, R)) 0

/-- The partial derivative `∂E/∂R` at fixed density. -/
def explicitDeriv (E : (ι → ℝ) × ℝ → ℝ) (ρ : ι → ℝ) (R : ℝ) : ℝ :=
  deriv (fun x : ℝ => E (ρ, x)) R

/-- For differentiable `E` and `ρ`, the total derivative of the energy is its explicit part plus
the potential contracted with the density response. -/
theorem hasDerivAt_energy {E : (ι → ℝ) × ℝ → ℝ} {ρ : ℝ → ι → ℝ} {ρ' : ι → ℝ} {R₀ : ℝ}
    (hE : DifferentiableAt ℝ E (ρ R₀, R₀)) (hρ : HasDerivAt ρ ρ' R₀) :
    HasDerivAt (fun R => E (ρ R, R))
      (explicitDeriv E (ρ R₀) R₀ + ∑ i, potential E (ρ R₀) R₀ i * ρ' i) R₀ := by
  have hL := hE.hasFDerivAt
  -- both partial derivatives are values of the full derivative
  have hx : explicitDeriv E (ρ R₀) R₀ = fderiv ℝ E (ρ R₀, R₀) (0, 1) :=
    (hL.comp_hasDerivAt R₀ ((hasDerivAt_const R₀ (ρ R₀)).prodMk (hasDerivAt_id' R₀))).deriv
  have hp : ∀ i, potential E (ρ R₀) R₀ i
      = fderiv ℝ E (ρ R₀, R₀) (Pi.single i 1, 0) := by
    intro i
    have hpath : HasDerivAt (fun t : ℝ => (ρ R₀ + t • (Pi.single i 1 : ι → ℝ), R₀))
        ((1 : ℝ) • (Pi.single i 1 : ι → ℝ), (0 : ℝ)) 0 :=
      (((hasDerivAt_id' (0 : ℝ)).smul_const _).const_add _).prodMk (hasDerivAt_const 0 R₀)
    rw [one_smul] at hpath
    have hL0 : HasFDerivAt E (fderiv ℝ E (ρ R₀, R₀))
        (ρ R₀ + (0 : ℝ) • (Pi.single i 1 : ι → ℝ), R₀) := by
      rw [zero_smul, add_zero]
      exact hL
    exact (HasFDerivAt.comp_hasDerivAt (0 : ℝ) hL0 hpath).deriv
  have hsplit : (ρ', (1 : ℝ))
      = (0, 1) + ∑ i, ρ' i • ((Pi.single i 1 : ι → ℝ), (0 : ℝ)) := by
    refine Prod.ext ?_ ?_
    · funext j
      simp [Prod.fst_sum, Finset.sum_apply, Pi.single_apply]
    · simp [Prod.snd_sum]
  refine (hL.comp_hasDerivAt R₀ (hρ.prodMk (hasDerivAt_id' R₀))).congr_deriv ?_
  rw [hsplit, map_add, map_sum, hx]
  congr 1
  refine Finset.sum_congr rfl fun i _ => ?_
  rw [map_smul, smul_eq_mul, hp i, mul_comm]

end

end HasDerivAtEnergy
```

Lean reports:

```
Main.lean:49:32: error: Application type mismatch: The argument
  HasDerivAt.prodMk hρ (hasDerivAt_id' R₀)
has type
  HasDerivAt (fun x => (ρ x, x)) (ρ', 1) R₀
but is expected to have type
  HasDerivAt (Prod.mk (ρ R₀)) ?m.395 R₀
in the application
  HasFDerivAt.comp_hasDerivAt R₀ hL (HasDerivAt.prodMk hρ (hasDerivAt_id' R₀))
```

Diagnosis. The chain rule `HasFDerivAt.comp_hasDerivAt` needs `hL` at a point of the form `f R₀`, where `f` is the inner path. Given only `hL`, whose point is `(ρ R₀, R₀)`, Lean had to guess `f`, and it took `Prod.mk (ρ R₀)`, the path that holds the density fixed and varies only the coordinate. That path has the right value at `R₀`, but it is not `fun x => (ρ x, x)`, the path whose derivative is supplied next, hence the mismatch.

The repair states the derivative of the intended path as `hpath`, and in the type of `hc` writes the composition `E ∘ fun x : ℝ => (ρ x, x)` in full, which fixes `f`. Writing `by exact hL` delays the check of `hL` until `f` is known; the path's value at `R₀` then reduces to `(ρ R₀, R₀)`, and `hL` fits. Finally `hc.congr_deriv` leaves the equality of derivatives to the rest of the proof, which is unchanged.

The mended proof, as a diff:

```diff
@@ -47,5 +47,10 @@
       simp [Prod.fst_sum, Finset.sum_apply, Pi.single_apply]
     · simp [Prod.snd_sum]
-  refine (hL.comp_hasDerivAt R₀ (hρ.prodMk (hasDerivAt_id' R₀))).congr_deriv ?_
+  have hpath : HasDerivAt (fun x : ℝ => (ρ x, x)) (ρ', (1 : ℝ)) R₀ :=
+    hρ.prodMk (hasDerivAt_id' R₀)
+  have hc : HasDerivAt (E ∘ fun x : ℝ => (ρ x, x))
+      (fderiv ℝ E (ρ R₀, R₀) (ρ', 1)) R₀ :=
+    HasFDerivAt.comp_hasDerivAt R₀ (by exact hL) hpath
+  refine hc.congr_deriv ?_
   rw [hsplit, map_add, map_sum, hx]
   congr 1
```
